# Dipole and force routes to one state's Born charge agree when the overlap operator depends on atomic positions

Once the response of the wavefunctions to an electric field has been computed, the Born effective charges of all atoms can be assembled from it by evaluating how the field changes each force. No separate response to each atomic displacement is needed. With ultrasoft pseudopotentials the overlap operator moves with the atoms, and the force expression must then contain an extra overlap term. The result here follows that term into the field derivative of the force, for a single state of a non-interacting model with bounded operators. The dipole operator is held fixed. In ultrasoft calculations it moves with the atoms too, which adds the same further term to both routes.

## States, operators and expectation values

States are vectors in a complex inner product space $E$ of any dimension. The Hamiltonian $H$, the overlap $S$, the dipole operator $X$ and the displacement derivatives $H'$ and $S'$ are bounded linear operators, written `E →L[ℂ] E`. This covers operators represented in a finite basis that does not move with the atoms; the kinetic energy and the position in unbounded continuous space are not bounded operators. The inner product is linear in its second argument, and `re⟪u, v⟫` stands for $\mathrm{Re}\langle u,v\rangle$.

```lean
import Mathlib

open Topology

namespace UltrasoftBornCharge

noncomputable section

variable {E : Type*} [NormedAddCommGroup E] [InnerProductSpace ℂ E]

local notation "re⟪" u ", " v "⟫" => Complex.re (inner ℂ u v)
```

An operator $A$ is Hermitian when $\langle Au,v\rangle=\langle u,Av\rangle$ for all $u,v$.

```lean
/-- A bounded operator is Hermitian when it can be moved across the inner product. -/
def IsHermitianOp (A : E →L[ℂ] E) : Prop :=
  ∀ u v : E, inner ℂ (A u) v = inner ℂ u (A v)
```

The expectation value is $\langle A\rangle_\psi=\mathrm{Re}\langle\psi,A\psi\rangle$. For Hermitian $A$ the real part discards nothing.

```lean
/-- The real part of the expectation value of `A` in the state `ψ`. -/
def expect (A : E →L[ℂ] E) (ψ : E) : ℝ := re⟪ψ, A ψ⟫
```

## The first-order equations

Let $\psi$ have energy $e$, so that $H\psi=eS\psi$, with $\langle\psi,S\psi\rangle=1$. Change the Hamiltonian at rate $A$ and the overlap at rate $B$. To first order the energy changes at rate $g$ and the state at rate $u$, where

$$(H-eS)u=-(A-eB-gS)\psi,\qquad 2\,\mathrm{Re}\langle\psi,Su\rangle=-\langle B\rangle_\psi .$$

The second condition keeps the state normalized while the overlap changes. A field has $A=X$, $B=0$, $g=x$, and its response is called $a$. A displacement has $A=H'$, $B=S'$, $g=f$, and its response is called $b$. The predicate `IsResponse` contains these two conditions only; the zeroth-order equation is a separate hypothesis wherever it is used.

```lean
/-- The vector `u` is a first-order response of `ψ` when the Hamiltonian changes by `A`, the
overlap operator by `B` and the band energy `e` by `g`. -/
structure IsResponse (H S A B : E →L[ℂ] E) (e g : ℝ) (ψ u : E) : Prop where
  eqn : H u - (e : ℂ) • S u = -(A ψ - (e : ℂ) • B ψ - (g : ℂ) • S ψ)
  norm : 2 * re⟪ψ, S u⟫ = -expect B ψ
```

These equations come from a family of exact solutions $\chi(t)$ with energies $\varepsilon(t)$, which for $t$ near $0$ satisfy

$$(H+tA)\chi=\varepsilon\,(S+tB)\chi,\qquad \langle\chi,(S+tB)\chi\rangle=1 .$$

```lean
/-- Near `t = 0`, `χ t` is a normalized solution, with energy `ε t`, of the generalized
eigenvalue problem with Hamiltonian `H + tA` and overlap `S + tB`. -/
structure IsEigenFamily (H S A B : E →L[ℂ] E) (ε : ℝ → ℝ) (χ : ℝ → E) : Prop where
  eig : ∀ᶠ t : ℝ in 𝓝 0,
    H (χ t) + (t : ℂ) • A (χ t) = (ε t : ℂ) • (S (χ t) + (t : ℂ) • B (χ t))
  norm : ∀ᶠ t : ℝ in 𝓝 0, expect S (χ t) + t * expect B (χ t) = 1
```

## The first-order energy

Hermiticity lets the two states in the real part of a matrix element trade places: $\mathrm{Re}\langle u,Av\rangle=\mathrm{Re}\langle Au,v\rangle=\mathrm{Re}\langle v,Au\rangle$, the last step being complex conjugation.

```lean
/-- The real part of a matrix element of a Hermitian operator is symmetric in the two states. -/
theorem re_swap {A : E →L[ℂ] E} (hA : IsHermitianOp A) (u v : E) :
    re⟪u, A v⟫ = re⟪v, A u⟫ := by
  rw [← hA u v, ← inner_conj_symm, Complex.conj_re]
```

Now pair the response equation with $\psi$. On the left, $\mathrm{Re}\langle\psi,(H-eS)u\rangle=\mathrm{Re}\langle u,(H-eS)\psi\rangle=0$. On the right, $\langle S\rangle_\psi=1$, so

$$g=\langle A\rangle_\psi-e\langle B\rangle_\psi .$$

Hence $x=\langle X\rangle_\psi$ for the field and $f=\langle H'-eS'\rangle_\psi$ for the displacement. In the proof, `congrArg` does the pairing and `h0` makes the left side vanish.

```lean
/-- The first-order energy in the response equation is the expectation value of the change of
the Hamiltonian minus `e` times that of the change of the overlap. -/
theorem response_energy {H S A B : E →L[ℂ] E} {e g : ℝ} {ψ u : E}
    (hH : IsHermitianOp H) (hS : IsHermitianOp S) (h0 : H ψ = (e : ℂ) • S ψ)
    (h1 : expect S ψ = 1) (hu : IsResponse H S A B e g ψ u) :
    g = expect A ψ - e * expect B ψ := by
  have h := congrArg (fun v => re⟪ψ, v⟫) hu.eqn
  simp only [inner_sub_right, inner_neg_right, inner_smul_right, Complex.sub_re,
    Complex.neg_re, Complex.re_ofReal_mul] at h
  -- the left side vanishes by the zeroth-order equation
  rw [re_swap hH ψ u, h0, inner_smul_right, Complex.re_ofReal_mul, re_swap hS u ψ] at h
  unfold expect at *
  linear_combination -h - g * h1
```

## Pairing each response with the other

Pair the field equation with $b$ and the displacement equation with $a$:

$$\mathrm{Re}\langle b,(H-eS)a\rangle=-\mathrm{Re}\langle b,X\psi\rangle+x\,\mathrm{Re}\langle b,S\psi\rangle,$$
$$\mathrm{Re}\langle a,(H-eS)b\rangle=-\mathrm{Re}\langle a,(H'-eS')\psi\rangle+f\,\mathrm{Re}\langle a,S\psi\rangle .$$

The left sides are equal because $H$ and $S$ are Hermitian and $e$ is real. Normalization gives $\mathrm{Re}\langle a,S\psi\rangle=0$ and $\mathrm{Re}\langle b,S\psi\rangle=-\tfrac12\langle S'\rangle_\psi$. Equating the right sides and doubling yields

$$2\,\mathrm{Re}\langle\psi,Xb\rangle=2\,\mathrm{Re}\langle a,(H'-eS')\psi\rangle-x\langle S'\rangle_\psi .$$

The left side is the dipole change caused by the displacement; the right side uses only the field response. In the proof, `h1` and `h2` are the two paired equations, `na` and `nb` the normalization conditions, and the final `linear_combination` carries out the elimination above. The theorem needs neither the zeroth-order equation nor the formulas for $x$ and $f$, and it requires only $H$, $S$ and $X$ to be Hermitian.

```lean
/-- The dipole response to a displacement equals the force-side response to a field, including
the term from the change of the overlap operator. -/
theorem born_charge_routes_agree {H S X H' S' : E →L[ℂ] E} {e x f : ℝ} {ψ a b : E}
    (hH : IsHermitianOp H) (hS : IsHermitianOp S) (hX : IsHermitianOp X)
    (ha : IsResponse H S X 0 e x ψ a) (hb : IsResponse H S H' S' e f ψ b) :
    2 * re⟪ψ, X b⟫ = 2 * re⟪a, H' ψ - (e : ℂ) • S' ψ⟫ - x * expect S' ψ := by
  -- pair each response equation with the other response
  have h1 := congrArg (fun v => re⟪b, v⟫) ha.eqn
  have h2 := congrArg (fun v => re⟪a, v⟫) hb.eqn
  have na := ha.norm
  have nb := hb.norm
  simp only [expect, zero_apply, smul_zero, sub_zero, inner_zero_right,
    Complex.zero_re, neg_zero, inner_sub_right, inner_neg_right, inner_smul_right,
    Complex.sub_re, Complex.neg_re, Complex.re_ofReal_mul] at h1 h2 na nb ⊢
  rw [re_swap hH b a, re_swap hS b a, re_swap hX b ψ, re_swap hS b ψ] at h1
  rw [re_swap hS a ψ] at h2
  linear_combination 2 * h1 - 2 * h2 + x * nb - f * na
```

## Derivatives along families of solutions

To identify both sides as derivatives, start with a state $\chi(t)$ whose velocity at $t=0$ is $b$. A fixed bounded operator passes through the derivative: $\frac{d}{dt}A\chi=Ab$.

```lean
/-- A bounded operator applied to a moving state is differentiated by acting on the velocity. -/
theorem hasDerivAt_apply (A : E →L[ℂ] E) {χ : ℝ → E} {b : E} (h : HasDerivAt χ b 0) :
    HasDerivAt (fun t => A (χ t)) (A b) 0 :=
  (A.restrictScalars ℝ).hasFDerivAt.comp_hasDerivAt (0 : ℝ) h
```

The product rule then gives $\frac{d}{dt}\langle A\rangle_\chi=\mathrm{Re}\langle\chi(0),Ab\rangle+\mathrm{Re}\langle b,A\chi(0)\rangle$, which for Hermitian $A$ equals $2\,\mathrm{Re}\langle\chi(0),Ab\rangle$.

```lean
/-- The expectation value of a fixed Hermitian operator changes at twice the real part of the
matrix element between the state and its derivative. -/
theorem hasDerivAt_expect {A : E →L[ℂ] E} (hA : IsHermitianOp A) {χ : ℝ → E} {b : E}
    (h : HasDerivAt χ b 0) :
    HasDerivAt (fun t => expect A (χ t)) (2 * re⟪χ 0, A b⟫) 0 := by
  have h1 := HasDerivAt.inner ℂ h (hasDerivAt_apply A h)
  have h2 := Complex.reCLM.hasFDerivAt.comp_hasDerivAt (0 : ℝ) h1
  unfold expect
  refine h2.congr_deriv ?_
  change (inner ℂ (χ 0) (A b) + inner ℂ b (A (χ 0))).re = _
  rw [Complex.add_re, re_swap hA b (χ 0)]
  ring
```

Differentiate the generalized eigenvalue equation at $t=0$, with $\psi=\chi(0)$, $e=\varepsilon(0)$ and $g=\varepsilon'(0)$:

$$Hb+A\psi=e(Sb+B\psi)+gS\psi .$$

Rearranged, this is the response equation. Differentiating the normalization gives $2\,\mathrm{Re}\langle\psi,Sb\rangle+\langle B\rangle_\psi=0$. In the proof, `hF` differentiates the difference between the two sides of the eigenvalue equation. That difference is zero near $t=0$, so by uniqueness of the derivative the derivative computed in `hF` is zero.

```lean
/-- The derivative of a normalized family of generalized eigenstates is a first-order response. -/
theorem response_of_family {H S A B : E →L[ℂ] E} {ε : ℝ → ℝ} {χ : ℝ → E} {g : ℝ} {b : E}
    (hS : IsHermitianOp S) (hB : IsHermitianOp B) (h : IsEigenFamily H S A B ε χ)
    (hε : HasDerivAt ε g 0) (hχ : HasDerivAt χ b 0) :
    IsResponse H S A B (ε 0) g (χ 0) b := by
  constructor
  · have ht : HasDerivAt (fun t : ℝ => (t : ℂ)) ((1 : ℝ) : ℂ) 0 :=
      (hasDerivAt_id' (0 : ℝ)).ofReal_comp
    have hF : HasDerivAt (fun t : ℝ => H (χ t) + (t : ℂ) • A (χ t)
        - (ε t : ℂ) • (S (χ t) + (t : ℂ) • B (χ t)))
        (H b + (((0 : ℝ) : ℂ) • A b + ((1 : ℝ) : ℂ) • A (χ 0))
        - ((ε 0 : ℂ) • (S b + (((0 : ℝ) : ℂ) • B b + ((1 : ℝ) : ℂ) • B (χ 0)))
        + (g : ℂ) • (S (χ 0) + ((0 : ℝ) : ℂ) • B (χ 0)))) 0 :=
      ((hasDerivAt_apply H hχ).add (ht.smul (hasDerivAt_apply A hχ))).sub
        (hε.ofReal_comp.smul
          ((hasDerivAt_apply S hχ).add (ht.smul (hasDerivAt_apply B hχ))))
    -- the residual of the eigenvalue equation is zero near `t = 0`, so its derivative there is zero
    have h0 := hF.unique ((hasDerivAt_const (0 : ℝ) (0 : E)).congr_of_eventuallyEq
      (h.eig.mono fun t ht => sub_eq_zero.2 ht))
    simp only [Complex.ofReal_zero, zero_smul, Complex.ofReal_one, one_smul, zero_add,
      add_zero] at h0
    linear_combination (norm := module) h0
  · have hN := (hasDerivAt_expect hS hχ).add
      ((hasDerivAt_id' (0 : ℝ)).mul (hasDerivAt_expect hB hχ))
    have h0 := hN.unique ((hasDerivAt_const (0 : ℝ) (1 : ℝ)).congr_of_eventuallyEq h.norm)
    linarith
```

## Both routes as derivatives

Take a field family $\varphi(s)$ with energy $\varepsilon(s)$ and a displacement family $\chi(t)$ with energy $\eta(t)$, both passing through the same state $\psi$ at zero. Their energies there agree, since each equals $\langle H\rangle_\psi$; the proof calls this `he`. The displacement derivative of the dipole is $2\,\mathrm{Re}\langle\psi,Xb\rangle$. The field derivative of the band-energy gradient, which is minus the force contribution of this state, is

$$\frac{d}{ds}\Big(\langle H'\rangle_\varphi-\varepsilon\langle S'\rangle_\varphi\Big)=2\,\mathrm{Re}\langle a,(H'-eS')\psi\rangle-x\langle S'\rangle_\psi .$$

The last term arises because the field shifts the energy that multiplies $S'$. By the pairing identity, the two derivatives are equal.

```lean
/-- The displacement derivative of the dipole expectation value and the field derivative of the
band-energy gradient `⟨H' - εS'⟩` are the same number. -/
theorem born_charge_mixed_derivative {H S X H' S' : E →L[ℂ] E} {ε η : ℝ → ℝ}
    {φ χ : ℝ → E} {x f : ℝ} {a b : E}
    (hH : IsHermitianOp H) (hS : IsHermitianOp S) (hX : IsHermitianOp X)
    (hH' : IsHermitianOp H') (hS' : IsHermitianOp S')
    (hfield : IsEigenFamily H S X 0 ε φ) (hdisp : IsEigenFamily H S H' S' η χ)
    (h0 : φ 0 = χ 0) (hε : HasDerivAt ε x 0) (hφ : HasDerivAt φ a 0)
    (hη : HasDerivAt η f 0) (hχ : HasDerivAt χ b 0) :
    HasDerivAt (fun t => expect X (χ t)) (2 * re⟪χ 0, X b⟫) 0 ∧
    HasDerivAt (fun s => expect H' (φ s) - ε s * expect S' (φ s)) (2 * re⟪χ 0, X b⟫) 0 := by
  refine ⟨hasDerivAt_expect hX hχ, ?_⟩
  -- both families start at the same energy
  have he : ε 0 = η 0 := by
    have e1 := congrArg (fun v => re⟪χ 0, v⟫) hfield.eig.self_of_nhds
    have e2 := congrArg (fun v => re⟪χ 0, v⟫) hdisp.eig.self_of_nhds
    have n := hdisp.norm.self_of_nhds
    simp only [h0, Complex.ofReal_zero, zero_smul, add_zero, inner_smul_right,
      Complex.re_ofReal_mul] at e1 e2
    simp only [expect, zero_mul, add_zero] at n
    rw [n] at e1 e2
    linarith
  have ha := response_of_family hS (fun u v => by simp) hfield hε hφ
  have hb := response_of_family hS hS' hdisp hη hχ
  rw [h0, he] at ha
  have key := born_charge_routes_agree hH hS hX ha hb
  refine ((hasDerivAt_expect hH' hφ).sub
    (hε.mul (hasDerivAt_expect hS' hφ))).congr_deriv ?_
  rw [key, h0, he, inner_sub_right, inner_smul_right, Complex.sub_re,
    Complex.re_ofReal_mul, re_swap hH' a, re_swap hS' a]
  ring
```

Differentiability of both families is assumed. The displacement family keeps only the linear changes of $H$ and $S$, which are the ones that enter the first-order equations at $t=0$. For a fixed dipole operator, and up to sign, charge and occupation factors, the common number is one state's electronic contribution to a Born charge; the ionic charge is added separately. Self-consistent changes of the potential are absent, and so is the polarization of a periodic crystal, where multiplying a Bloch function by the position does not give a Bloch function.

With ultrasoft pseudopotentials the dipole operator also moves with the atom, because the augmentation charges do, and $X$ has to be replaced by $X+tX'$. The dipole derivative then gains $\langle X'\rangle_\psi$, and so does the field derivative of the gradient, because $H'$ becomes $H'+sX'$. The pairing identity keeps its form and the two routes still agree, but the Born charge includes this extra term. The Lean theorems treat only the case $X'=0$.

## A two-level instance

Real symmetric matrices on $\mathbb{C}^2$ are enough to see the overlap term at work. Write `twoLevel p q r` for

$$\begin{pmatrix}p&q\\q&r\end{pmatrix}.$$

```lean
/-- The two-level operator with real diagonal entries `p`, `r` and real coupling `q`. -/
def twoLevel (p q r : ℝ) : EuclideanSpace ℂ (Fin 2) →L[ℂ] EuclideanSpace ℂ (Fin 2) :=
  LinearMap.toContinuousLinearMap
    { toFun := fun u => !₂[(p : ℂ) * u 0 + q * u 1, (q : ℂ) * u 0 + r * u 1]
      map_add' := fun u v => by ext i; fin_cases i <;> simp <;> ring
      map_smul' := fun c u => by ext i; fin_cases i <;> simp <;> ring }
```

Such a matrix equals its own conjugate transpose, so it is Hermitian.

```lean
/-- Every real symmetric two-level operator is Hermitian. -/
theorem twoLevel_hermitian (p q r : ℝ) : IsHermitianOp (twoLevel p q r) := by
  intro u v
  simp [twoLevel, PiLp.inner_apply, Fin.sum_univ_two]
  ring
```

Choose

$$H=\begin{pmatrix}0&0\\0&1\end{pmatrix},\quad S=\begin{pmatrix}1&0\\0&2\end{pmatrix},\quad X=\begin{pmatrix}1&1\\1&0\end{pmatrix},\quad H'=\begin{pmatrix}0&1\\1&0\end{pmatrix},\quad S'=\begin{pmatrix}2&0\\0&0\end{pmatrix}.$$

The state $\psi=(1,0)$ has $e=0$ and $\langle S\rangle_\psi=1$, with $x=1$ and $f=0$.

- For the field, $a=(0,-1)$ gives $Ha=(0,-1)=-(X-S)\psi$ and $\langle\psi,Sa\rangle=0$.
- For the displacement, $b=(-1,-1)$ gives $Hb=(0,-1)=-H'\psi$ and $2\langle\psi,Sb\rangle=-2=-\langle S'\rangle_\psi$.

Since $Xb=(-2,-1)$, the dipole route gives $2\langle\psi,Xb\rangle=-4$. The force route starts from $2\langle a,H'\psi\rangle=-2$ and subtracts $x\langle S'\rangle_\psi=2$, which also gives $-4$. Without the overlap term, the force route would return half the correct value. Because $e=0$, this instance does not exercise the $eS'$ part of the identity.

The theorem collects the zeroth-order relations, both response relations and the values $-4$ and $-2$; its proof evaluates them component by component.

```lean
/-- An explicit two-level system satisfies the eigenvalue, normalization and response relations,
and its two linear-response terms are `-4` and `-2`. -/
theorem born_charge_witness :
    twoLevel 0 0 1 !₂[1, 0] = ((0 : ℝ) : ℂ) • twoLevel 1 0 2 !₂[1, 0] ∧
    expect (twoLevel 1 0 2) !₂[1, 0] = 1 ∧
    IsResponse (twoLevel 0 0 1) (twoLevel 1 0 2) (twoLevel 1 1 0) 0 0 1 !₂[1, 0] !₂[0, -1] ∧
    IsResponse (twoLevel 0 0 1) (twoLevel 1 0 2) (twoLevel 0 1 0) (twoLevel 2 0 0) 0 0
      !₂[1, 0] !₂[-1, -1] ∧
    2 * re⟪!₂[(1 : ℂ), 0], twoLevel 1 1 0 !₂[-1, -1]⟫ = -4 ∧
    2 * re⟪!₂[(0 : ℂ), -1], twoLevel 0 1 0 !₂[1, 0]⟫ = -2 := by
  refine ⟨?_, ?_, ⟨?_, ?_⟩, ⟨?_, ?_⟩, ?_, ?_⟩
  · ext i; fin_cases i <;> simp [twoLevel]
  · rw [expect, PiLp.inner_apply, Fin.sum_univ_two]
    simp [twoLevel]
  · ext i; fin_cases i <;> simp [twoLevel]
  · simp [expect, twoLevel, PiLp.inner_apply, Fin.sum_univ_two]
  · ext i; fin_cases i <;> simp [twoLevel]
  · simp [expect, twoLevel, PiLp.inner_apply, Fin.sum_univ_two]
  · norm_num [twoLevel, PiLp.inner_apply, Fin.sum_univ_two]
  · norm_num [twoLevel, PiLp.inner_apply, Fin.sum_univ_two]

end

end UltrasoftBornCharge
```

```lean
#print axioms UltrasoftBornCharge.response_energy
#print axioms UltrasoftBornCharge.born_charge_routes_agree
#print axioms UltrasoftBornCharge.born_charge_mixed_derivative
#print axioms UltrasoftBornCharge.twoLevel_hermitian
```

```
'UltrasoftBornCharge.response_energy' depends on axioms: [propext, Classical.choice, Quot.sound]
'UltrasoftBornCharge.born_charge_routes_agree' depends on axioms: [propext, Classical.choice, Quot.sound]
'UltrasoftBornCharge.born_charge_mixed_derivative' depends on axioms: [propext, Classical.choice, Quot.sound]
'UltrasoftBornCharge.twoLevel_hermitian' depends on axioms: [propext, Classical.choice, Quot.sound]
```
